# A Davidson correction built from the diagonal of the Hamiltonian can leave the doublet space

Take a model with three configurations in which the doublets are the vectors whose components sum to zero, and let H be the real symmetric Hamiltonian matrix with rows (−1, −3, −2), (−3, −2, −1) and (−2, −1, −3). The theorem `correction_leaves_doublets` says that the unnormalised trial vector x = (1, −1, 0) is a doublet with Rayleigh quotient xᵀHx / xᵀx = 3/2, and that every δ solving (D − 3/2)δ = −(H − 3/2)x, where D is the diagonal part of H, has component sum 38/315, so δ is not a doublet. The proof takes the three claims in turn: it adds the components of x, computes the Rayleigh quotient from a formula for the action of H, and puts in the only solution δ = (1/5, 1/7, −2/9), found in an earlier lemma.

This version doesn't compile in Lean 4 with Mathlib:

```lean
import Mathlib

open Matrix

namespace CorrectionLeavesDoublets

noncomputable section

variable {K V : Type*} [Field K] [AddCommGroup V] [Module K V]

/-- The vector `δ` is a Davidson correction of `x` at shift `t`: it solves
`(D - t) δ = -(H - t) x`, where `D` is the approximate Hamiltonian. -/
def IsCorrection (H D : V →ₗ[K] V) (t : K) (x δ : V) : Prop :=
  D δ - t • δ = -(H x - t • x)

/-- The Hamiltonian matrix of the three-configuration example. -/
def hMat : Matrix (Fin 3) (Fin 3) ℝ := !![-1, -3, -2; -3, -2, -1; -2, -1, -3]

/-- The diagonal part of the example Hamiltonian. -/
def dMat : Matrix (Fin 3) (Fin 3) ℝ := Matrix.diagonal hMat.diag

/-- The doublet space of the example: vectors whose components sum to zero. -/
def doublets : Submodule ℝ (Fin 3 → ℝ) where
  carrier := {v | v 0 + v 1 + v 2 = 0}
  zero_mem' := by simp
  add_mem' := by
    intro a b ha hb
    change a 0 + a 1 + a 2 = 0 at ha
    change b 0 + b 1 + b 2 = 0 at hb
    change (a 0 + b 0) + (a 1 + b 1) + (a 2 + b 2) = 0
    linarith
  smul_mem' := by
    intro c a ha
    change a 0 + a 1 + a 2 = 0 at ha
    change c * a 0 + c * a 1 + c * a 2 = 0
    linear_combination c * ha

/-- The trial vector `(1, -1, 0)`. -/
def trial : Fin 3 → ℝ := ![1, -1, 0]

/-- The action of the example Hamiltonian in components. -/
theorem hMat_mulVec (v : Fin 3 → ℝ) : hMat *ᵥ v =
    ![-(v 0 + 3 * v 1 + 2 * v 2), -(3 * v 0 + 2 * v 1 + v 2), -(2 * v 0 + v 1 + 3 * v 2)] := by
  ext i
  fin_cases i <;> simp [hMat, Matrix.mulVec, dotProduct, Fin.sum_univ_three] <;> ring

/-- With the diagonal of `H` as `D` and shift `3/2`, the trial vector has exactly one Davidson
correction, `(1/5, 1/7, -2/9)`. -/
theorem correction_trial_iff (δ : Fin 3 → ℝ) :
    IsCorrection hMat.mulVecLin dMat.mulVecLin (3 / 2) trial δ ↔
      δ = ![1 / 5, 1 / 7, -2 / 9] := by
  have hd : dMat *ᵥ δ = ![-δ 0, -2 * δ 1, -3 * δ 2] := by
    ext i
    fin_cases i <;> simp [dMat, hMat, Matrix.mulVec_diagonal]
  unfold IsCorrection
  rw [Matrix.mulVecLin_apply, Matrix.mulVecLin_apply, hd, hMat_mulVec]
  -- three decoupled scalar equations
  refine funext_iff.trans (Iff.trans (forall_congr' fun i => ?_) funext_iff.symm)
  fin_cases i
  · change -δ 0 - 3 / 2 * δ 0 = -(-(1 + 3 * (-1) + 2 * 0) - 3 / 2 * 1) ↔ δ 0 = 1 / 5
    constructor <;> intro h <;> linarith
  · change -2 * δ 1 - 3 / 2 * δ 1 = -(-(3 * 1 + 2 * (-1) + 0) - 3 / 2 * (-1)) ↔ δ 1 = 1 / 7
    constructor <;> intro h <;> linarith
  · change -3 * δ 2 - 3 / 2 * δ 2 = -(-(2 * 1 + (-1) + 3 * 0) - 3 / 2 * 0) ↔ δ 2 = -2 / 9
    constructor <;> intro h <;> linarith

/-- Spin contamination: the trial vector is a doublet with Rayleigh quotient `3/2`, yet its
correction with the diagonal of `H` at that shift has component sum `38/315`. -/
theorem correction_leaves_doublets :
    trial ∈ doublets ∧ trial ⬝ᵥ (hMat *ᵥ trial) = 3 / 2 * (trial ⬝ᵥ trial) ∧
      ∀ δ, IsCorrection hMat.mulVecLin dMat.mulVecLin (3 / 2) trial δ →
        δ 0 + δ 1 + δ 2 = 38 / 315 := by
  refine ⟨?_, ?_, fun δ hδ => ?_⟩
  · change (1 : ℝ) + (-1) + 0 = 0
    norm_num
  · rw [hMat_mulVec]
    norm_num [trial, dotProduct, Fin.sum_univ_three]
  · rw [(correction_trial_iff δ).1 hδ]
    change (1 / 5 : ℝ) + 1 / 7 + -2 / 9 = 38 / 315
    norm_num

end

end CorrectionLeavesDoublets
```

Messages:

```
Main.lean:76:2: error: unsolved goals
case refine_2
⊢ -(2 * ![1, -1, 0] 2) + 2 + (1 + ![1, -1, 0] 2) +
      ![1, -1, 0] 2 * ![-(2 * ![1, -1, 0] 2) + 2, -![1, -1, 0] 2 + -1, -(3 * ![1, -1, 0] 2) + -1] 2 =
    3 / 2 * (2 + ![1, -1, 0] 2 * ![1, -1, 0] 2)
```

This version goes through:

```diff
@@ -75,5 +75,8 @@
     norm_num
   · rw [hMat_mulVec]
-    norm_num [trial, dotProduct, Fin.sum_univ_three]
+    simp only [dotProduct, Fin.sum_univ_three]
+    change (1 : ℝ) * -(1 + 3 * (-1) + 2 * 0) + (-1) * -(3 * 1 + 2 * (-1) + 0)
+      + 0 * -(2 * 1 + (-1) + 3 * 0) = 3 / 2 * (1 * 1 + (-1) * (-1) + 0 * 0)
+    norm_num
   · rw [(correction_trial_iff δ).1 hδ]
     change (1 / 5 : ℝ) + 1 / 7 + -2 / 9 = 38 / 315
```

The error is in the second claim, which states the Rayleigh quotient as xᵀHx = 3/2 · xᵀx. The call to `norm_num` unfolded `trial` and the dot products, and simp lemmas evaluated the vector entries at indices 0 and 1. Reading the entry at index 2 is the job of a simproc, a small program that `simp` runs alongside its lemmas, and `norm_num` does not run simprocs. The remaining goal therefore still contains `![1, -1, 0] 2`, which is simply 0, and the third entry of the vector Hx, also left as a lookup at index 2. With these lookups unevaluated, `norm_num` could not finish the arithmetic, and Lean reported the goal as unsolved.

The repair no longer relies on `norm_num` to read the entries. First, `simp only [dotProduct, Fin.sum_univ_three]` writes each dot product as a sum of three terms. Then `change` restates the goal with every entry given by plain numbers, which Lean accepts because the two forms are equal by definition. What remains is an equation between numerical expressions, with both sides equal to 3, and the final `norm_num` proves it.
